# A damped unit moment in a constant field turns into the field direction unless it starts exactly opposite

A magnetic moment that precesses and loses energy in a constant field $B$ is taken here to be any curve $m(t)$ in $\mathbb R^3$ that obeys the Landau–Lifshitz equation $m' = -m\times B - a\,m\times(m\times B)$, with damping constant $a$, at every $t\ge 0$. The question is whether such a moment ends up along the field; for unit length, $a>0$ and $B\neq 0$ it does, with a single exceptional starting direction.

In Lean 4 with Mathlib:

```lean
import Mathlib

open Matrix Filter Topology

namespace LandauLifshitzRelaxation

noncomputable section

/-- The Landau-Lifshitz rate of change `-m × B - a m × (m × B)` of a moment `m`
in the field `B` with damping constant `a`. -/
def llgRate (a : ℝ) (B m : Fin 3 → ℝ) : Fin 3 → ℝ :=
  -(m ⨯₃ B) - a • (m ⨯₃ (m ⨯₃ B))

/-- The curve `m` obeys the Landau-Lifshitz equation at all times `t ≥ 0`
(with the one-sided derivative at `t = 0`). -/
def IsTrajectory (a : ℝ) (B : Fin 3 → ℝ) (m : ℝ → Fin 3 → ℝ) : Prop :=
  ∀ t, 0 ≤ t → HasDerivWithinAt m (llgRate a B (m t)) (Set.Ici 0) t

/-- The rate of change is orthogonal to the moment. -/
theorem rate_dot_self (a : ℝ) (B m : Fin 3 → ℝ) : llgRate a B m ⬝ᵥ m = 0 := by
  simp only [llgRate, cross_apply, dotProduct, Fin.sum_univ_three, Pi.sub_apply,
    Pi.neg_apply, Pi.smul_apply, smul_eq_mul, Matrix.cons_val]
  ring

/-- In the field `b n`, only the damping term changes the projection of the moment on `n`. -/
theorem rate_dot_axis (a b : ℝ) (n m : Fin 3 → ℝ) :
    llgRate a (b • n) m ⬝ᵥ n = a * b * ((m ⬝ᵥ m) * (n ⬝ᵥ n) - (m ⬝ᵥ n) ^ 2) := by
  simp only [llgRate, cross_apply, dotProduct, Fin.sum_univ_three, Pi.sub_apply,
    Pi.neg_apply, Pi.smul_apply, smul_eq_mul, Matrix.cons_val]
  ring

/-- A quantity whose rate of change is never positive for `t ≥ 0` does not exceed
its initial value. -/
theorem le_initial {f f' : ℝ → ℝ}
    (h : ∀ t, 0 ≤ t → HasDerivWithinAt f (f' t) (Set.Ici 0) t)
    (h' : ∀ t, 0 ≤ t → f' t ≤ 0) {t : ℝ} (ht : 0 ≤ t) : f t ≤ f 0 := by
  have hd : ∀ s, 0 < s → HasDerivAt f (f' s) s := fun s hs =>
    (h s hs.le).hasDerivAt (Ici_mem_nhds hs)
  have anti : AntitoneOn f (Set.Ici 0) := by
    apply antitoneOn_of_deriv_nonpos (convex_Ici 0)
      (fun s hs => (h s hs).continuousWithinAt)
    · intro s hs
      rw [interior_Ici] at hs
      exact (hd s hs).differentiableAt.differentiableWithinAt
    · intro s hs
      rw [interior_Ici] at hs
      rw [(hd s hs).deriv]
      exact h' s (le_of_lt hs)
  exact anti (Set.mem_Ici.2 le_rfl) (Set.mem_Ici.2 ht) ht

/-- The length of the moment is conserved along every trajectory. -/
theorem length_conserved {a : ℝ} {B : Fin 3 → ℝ} {m : ℝ → Fin 3 → ℝ}
    (h : IsTrajectory a B m) {t : ℝ} (ht : 0 ≤ t) : m t ⬝ᵥ m t = m 0 ⬝ᵥ m 0 := by
  have hd : ∀ s, 0 ≤ s →
      HasDerivWithinAt (fun r => m r ⬝ᵥ m r) 0 (Set.Ici 0) s := by
    intro s hs
    have c := hasDerivWithinAt_pi.1 (h s hs)
    have o := rate_dot_self a B (m s)
    simp only [dotProduct, Fin.sum_univ_three] at o ⊢
    refine ((((c 0).fun_mul (c 0)).fun_add ((c 1).fun_mul (c 1))).fun_add
      ((c 2).fun_mul (c 2))).congr_deriv ?_
    linear_combination 2 * o
  have h1 := le_initial (f' := fun _ => 0) hd (fun _ _ => le_rfl) ht
  have h2 := le_initial (f' := fun _ => -0) (fun s hs => (hd s hs).fun_neg)
    (fun _ _ => by simp) ht
  linarith

/-- For unit vectors `x` and `n`, the projection `x · n` controls how far each component
of `x` is from that of `n` and from that of `-n`. -/
theorem component_gap {x n : Fin 3 → ℝ} (hx : x ⬝ᵥ x = 1) (hn : n ⬝ᵥ n = 1) (i : Fin 3) :
    (x i - n i) ^ 2 ≤ 2 * (1 - x ⬝ᵥ n) ∧ (x i + n i) ^ 2 ≤ 2 * (1 + x ⬝ᵥ n) := by
  have h1 := Finset.single_le_sum (f := fun j => (x j - n j) ^ 2)
    (fun j _ => sq_nonneg _) (Finset.mem_univ i)
  have h2 := Finset.single_le_sum (f := fun j => (x j + n j) ^ 2)
    (fun j _ => sq_nonneg _) (Finset.mem_univ i)
  simp only [dotProduct, Fin.sum_univ_three] at hx hn h1 h2 ⊢
  constructor <;> nlinarith

/-- Exact relaxation law: for a unit moment in the field `b n`, with `n` a unit vector and
`a b ≥ 0`, the projection `u = m · n` obeys
`(1 - u(t)) (1 + u(0)) = (1 + u(t)) (1 - u(0)) exp (-2 a b t)` for `t ≥ 0`. -/
theorem relaxation_law {a b : ℝ} {n : Fin 3 → ℝ} {m : ℝ → Fin 3 → ℝ} (hab : 0 ≤ a * b)
    (hn : n ⬝ᵥ n = 1) (h : IsTrajectory a (b • n) m) (h0 : m 0 ⬝ᵥ m 0 = 1)
    {t : ℝ} (ht : 0 ≤ t) :
    (1 - m t ⬝ᵥ n) * (1 + m 0 ⬝ᵥ n) =
      (1 + m t ⬝ᵥ n) * (1 - m 0 ⬝ᵥ n) * Real.exp (-(2 * a * b) * t) := by
  -- D is the difference of the two sides
  obtain ⟨D, hD⟩ : ∃ D : ℝ → ℝ, D = fun s => (1 - m s ⬝ᵥ n) * (1 + m 0 ⬝ᵥ n) -
      (1 + m s ⬝ᵥ n) * (1 - m 0 ⬝ᵥ n) * Real.exp (-(2 * a * b) * s) := ⟨_, rfl⟩
  have hd : ∀ s, 0 ≤ s →
      HasDerivWithinAt D (-(a * b * (1 + m s ⬝ᵥ n)) * D s) (Set.Ici 0) s := by
    intro s hs
    have hu : HasDerivWithinAt (fun r => m r ⬝ᵥ n) (a * b * (1 - (m s ⬝ᵥ n) ^ 2))
        (Set.Ici 0) s := by
      have c := hasDerivWithinAt_pi.1 (h s hs)
      have o := rate_dot_axis a b n (m s)
      rw [length_conserved h hs, h0, hn, one_mul] at o
      rw [← o]
      simp only [dotProduct, Fin.sum_univ_three]
      exact (((c 0).mul_const (n 0)).fun_add ((c 1).mul_const (n 1))).fun_add
        ((c 2).mul_const (n 2))
    have hE := ((hasDerivAt_id' s).const_mul (-(2 * a * b))).exp.hasDerivWithinAt
      (s := Set.Ici 0)
    simp only [hD]
    refine (((hu.const_sub 1).mul_const (1 + m 0 ⬝ᵥ n)).fun_sub
      (((hu.const_add 1).mul_const (1 - m 0 ⬝ᵥ n)).fun_mul hE)).congr_deriv ?_
    ring
  -- D² cannot grow, and it starts at zero
  have hle := le_initial (fun s hs => (hd s hs).fun_mul (hd s hs)) (fun s hs => by
    have hu : 0 ≤ 1 + m s ⬝ᵥ n := by
      have g := (component_gap ((length_conserved h hs).trans h0) hn 0).2
      linarith [sq_nonneg (m s 0 + n 0)]
    have := mul_nonneg (mul_nonneg hab hu) (mul_self_nonneg (D s))
    linarith) ht
  have hD0 : D 0 = 0 := by
    simp only [hD, mul_zero, Real.exp_zero]
    ring
  rw [hD0, mul_zero] at hle
  have hDt : D t = 0 := mul_self_eq_zero.1 (le_antisymm hle (mul_self_nonneg _))
  simp only [hD] at hDt
  linarith

/-- Relaxation to the field: with `a, b > 0` and `n` a unit vector, a unit moment in the
field `b n` that does not start at `-n` tends to `n`. -/
theorem tendsto_field {a b : ℝ} {n : Fin 3 → ℝ} {m : ℝ → Fin 3 → ℝ} (ha : 0 < a)
    (hb : 0 < b) (hn : n ⬝ᵥ n = 1) (h : IsTrajectory a (b • n) m)
    (h0 : m 0 ⬝ᵥ m 0 = 1) (hne : m 0 ≠ -n) : Tendsto m atTop (𝓝 n) := by
  have hab := mul_pos ha hb
  have hpos : 0 < 1 + m 0 ⬝ᵥ n := by
    by_contra hcon
    apply hne
    funext i
    have g := (component_gap h0 hn i).2
    have z : m 0 i + n i = 0 := by
      apply pow_eq_zero_iff (two_ne_zero) |>.1
      exact le_antisymm (by linarith) (sq_nonneg _)
    rw [Pi.neg_apply]
    linarith
  have hE : Tendsto (fun t : ℝ => Real.exp (-(2 * a * b) * t)) atTop (𝓝 0) :=
    Real.tendsto_exp_atBot.comp
      (tendsto_id.const_mul_atTop_of_neg (by nlinarith))
  rw [tendsto_pi_nhds]
  intro i
  -- each squared deviation is bounded by a decaying exponential
  have hsq : Tendsto (fun t => (m t i - n i) ^ 2) atTop (𝓝 0) := by
    have hg := hE.const_mul (8 / (1 + m 0 ⬝ᵥ n))
    rw [mul_zero] at hg
    refine squeeze_zero' (Eventually.of_forall fun t => sq_nonneg _) ?_ hg
    filter_upwards [eventually_ge_atTop (0 : ℝ)] with t ht
    have law := relaxation_law hab.le hn h h0 ht
    have g := component_gap ((length_conserved h ht).trans h0) hn i
    have hu : 1 + m t ⬝ᵥ n ≤ 2 := by linarith [sq_nonneg (m t i - n i), g.1]
    have hv : 1 - m 0 ⬝ᵥ n ≤ 2 := by linarith
    have hu' : 0 ≤ 1 + m t ⬝ᵥ n := by linarith [sq_nonneg (m t i + n i), g.2]
    have hp : (1 + m t ⬝ᵥ n) * (1 - m 0 ⬝ᵥ n) ≤ 4 := by nlinarith
    have hq := mul_le_mul_of_nonneg_right hp (Real.exp_pos (-(2 * a * b) * t)).le
    have hr := mul_le_mul_of_nonneg_right g.1 hpos.le
    rw [div_mul_eq_mul_div, le_div_iff₀ hpos]
    linarith
  have habs := hsq.sqrt
  simp only [Real.sqrt_sq_eq_abs, Real.sqrt_zero] at habs
  rw [tendsto_iff_dist_tendsto_zero]
  simp only [Real.dist_eq]
  exact habs

/-- With `a b ≥ 0` and `n` a unit vector, a moment that starts at `-n` in the field `b n`
stays there for all `t ≥ 0`. -/
theorem antiparallel_stays {a b : ℝ} {n : Fin 3 → ℝ} {m : ℝ → Fin 3 → ℝ}
    (hab : 0 ≤ a * b) (hn : n ⬝ᵥ n = 1) (h : IsTrajectory a (b • n) m)
    (h0 : m 0 = -n) {t : ℝ} (ht : 0 ≤ t) : m t = -n := by
  have h1 : m 0 ⬝ᵥ m 0 = 1 := by rw [h0, neg_dotProduct, dotProduct_neg, neg_neg, hn]
  have hu0 : m 0 ⬝ᵥ n = -1 := by rw [h0, neg_dotProduct, hn]
  have law := relaxation_law hab hn h h1 ht
  rw [hu0] at law
  have hu : 1 + m t ⬝ᵥ n = 0 := by
    apply (mul_eq_zero.1 (_ : (1 + m t ⬝ᵥ n) * Real.exp (-(2 * a * b) * t) = 0)).resolve_right
      (Real.exp_pos _).ne'
    linarith
  funext i
  have g := (component_gap ((length_conserved h ht).trans h1) hn i).2
  have z : m t i + n i = 0 := by
    apply pow_eq_zero_iff (two_ne_zero) |>.1
    exact le_antisymm (by linarith) (sq_nonneg _)
  rw [Pi.neg_apply]
  linarith

/-- With `a, b > 0`, a unit moment in the field `b e_z` that does not start at `-e_z`
tends to `e_z`. -/
theorem tendsto_e_z {a b : ℝ} {m : ℝ → Fin 3 → ℝ} (ha : 0 < a) (hb : 0 < b)
    (h : IsTrajectory a ![0, 0, b] m) (h0 : m 0 ⬝ᵥ m 0 = 1)
    (hne : m 0 ≠ ![0, 0, -1]) : Tendsto m atTop (𝓝 ![0, 0, 1]) := by
  have hB : (![0, 0, b] : Fin 3 → ℝ) = b • ![0, 0, 1] := by simp
  rw [hB] at h
  exact tendsto_field ha hb (by simp [dotProduct, Fin.sum_univ_three]) h h0
    (by simpa using hne)

/-- The spiral `(cos bt / cosh abt, sin bt / cosh abt, sinh abt / cosh abt)`. -/
def spiral (a b t : ℝ) : Fin 3 → ℝ :=
  ![Real.cos (b * t) / Real.cosh (a * b * t), Real.sin (b * t) / Real.cosh (a * b * t),
    Real.sinh (a * b * t) / Real.cosh (a * b * t)]

/-- The spiral starts at `e_x` and solves the Landau-Lifshitz equation in the field `b e_z`. -/
theorem spiral_witness (a b : ℝ) :
    IsTrajectory a ![0, 0, b] (spiral a b) ∧ spiral a b 0 = ![1, 0, 0] := by
  refine ⟨fun t _ => HasDerivAt.hasDerivWithinAt (hasDerivAt_pi.2 fun i => ?_),
    by simp [spiral]⟩
  have hb := (hasDerivAt_id' t).const_mul b
  have hk := (hasDerivAt_id' t).const_mul (a * b)
  have hne : Real.cosh (a * b * t) ≠ 0 := (Real.cosh_pos _).ne'
  match i with
  | 0 =>
    refine (hb.cos.fun_div hk.cosh hne).congr_deriv ?_
    simp only [llgRate, spiral, cross_apply, Pi.sub_apply, Pi.neg_apply, Pi.smul_apply,
      smul_eq_mul, Matrix.cons_val]
    field_simp
    ring
  | 1 =>
    refine (hb.sin.fun_div hk.cosh hne).congr_deriv ?_
    simp only [llgRate, spiral, cross_apply, Pi.sub_apply, Pi.neg_apply, Pi.smul_apply,
      smul_eq_mul, Matrix.cons_val]
    field_simp
    ring
  | 2 =>
    refine (hk.sinh.fun_div hk.cosh hne).congr_deriv ?_
    simp only [llgRate, spiral, cross_apply, Pi.sub_apply, Pi.neg_apply, Pi.smul_apply,
      smul_eq_mul, Matrix.cons_val]
    have h1 := Real.cosh_sq (a * b * t)
    have h2 := Real.sin_sq_add_cos_sq (b * t)
    field_simp
    linear_combination (a * b) * h1 - (a * b) * h2

end

end LandauLifshitzRelaxation
```

```lean
#print axioms LandauLifshitzRelaxation.tendsto_field
#print axioms LandauLifshitzRelaxation.antiparallel_stays
#print axioms LandauLifshitzRelaxation.tendsto_e_z
```

```
'LandauLifshitzRelaxation.tendsto_field' depends on axioms: [propext, Classical.choice, Quot.sound]
'LandauLifshitzRelaxation.antiparallel_stays' depends on axioms: [propext, Classical.choice, Quot.sound]
'LandauLifshitzRelaxation.tendsto_e_z' depends on axioms: [propext, Classical.choice, Quot.sound]
```

## Any solution, any field direction

The general result is `tendsto_field`. Write the field as $B = b\,n$ with $n$ a unit vector and $a, b > 0$. If $m$ is a solution with $|m(0)| = 1$ and $m(0)\neq -n$, then $m(t)\to n$ as $t\to\infty$. The case $n = e_z$ is `tendsto_e_z`, where the field is `![0, 0, b]` and the excluded start is `![0, 0, -1]`.

Vectors have type `Fin 3 → ℝ`, so the components along $x, y, z$ carry the indices 0, 1, 2. The symbols `⨯₃` and `⬝ᵥ` are the cross and dot products. Unit length is written `m 0 ⬝ᵥ m 0 = 1`, because the norm that Mathlib puts on this type is the largest absolute component and not the Euclidean length. Convergence `Tendsto m atTop (𝓝 n)` means that each component converges, which in three dimensions is the usual notion.

The predicate `IsTrajectory` demands the equation at every $t\ge 0$. The derivative is taken within $[0,\infty)$, so it is one-sided at $t=0$ and the ordinary derivative afterwards. Nothing is asked of the curve at negative times. The theorem speaks about a given solution; it does not construct one for every initial moment. `spiral_witness` supplies an explicit solution that starts at $e_x$, so for $a,b>0$ the hypotheses of `tendsto_e_z` are met by a moment that really moves.

## Precession, damping and a single macrospin

The first term of the equation turns the moment about the field, and the second pulls it towards the field. The gyromagnetic ratio is absorbed into $B$, so $b$ is an angular frequency, and $a$ is dimensionless. Despite its name, `llgRate` is the Landau–Lifshitz form, with no time derivative on the right-hand side. For a unit moment, Gilbert's form with damping $\alpha$ and gyromagnetic ratio $\gamma$ turns into it with $a=\alpha$ and $b=\gamma B_{\text{phys}}/(1+\alpha^2)$, where $B_{\text{phys}}$ is the field strength in tesla.

The model takes the effective field to be the constant applied field. In a sample it also contains exchange, anisotropy and demagnetising contributions, which depend on the magnetization itself, and at finite temperature there is noise. For a single macrospin in a constant field, the relaxation law below gives a reference curve with which the output of a micromagnetic time integrator can be compared.

## The projection on the field obeys a closed equation

**Length.** Both terms of the rate are cross products with $m$, hence orthogonal to $m$. Therefore
$$(m\cdot m)' = 2\,m\cdot m' = 0,$$
and $|m(t)|=1$ for all $t\ge0$.

**Projection.** Let $u = m\cdot n$. The precession term drops out, since $(m\times n)\cdot n = 0$. For the damping term, $m\times(m\times B) = m\,(m\cdot B) - B\,(m\cdot m)$, so with $B = b\,n$
$$u' = ab\,\big[(m\cdot m)(n\cdot n) - (m\cdot n)^2\big] = ab\,(1-u^2).$$

**Relaxation law.** Separating variables would divide by $1-u^2$, which vanishes at $u=\pm1$. The solution can be verified without division. With $E(t) = e^{-2abt}$, set
$$D = (1-u)(1+u(0)) - (1+u)(1-u(0))\,E .$$
Differentiating and inserting $u' = ab(1-u)(1+u)$ gives
$$D' = -ab(1+u)\big[(1-u)(1+u(0)) + (1-u)(1-u(0))E - 2(1-u(0))E\big] = -ab\,(1+u)\,D .$$
Hence $(D^2)' = -2ab(1+u)D^2 \le 0$, because $u\ge -1$ for unit vectors. Since $D(0)=0$, the square $D^2$ starts at zero and cannot grow, so $D=0$ and
$$(1-u(t))(1+u(0)) = (1+u(t))(1-u(0))\,e^{-2abt}.$$

**Convergence.** For unit vectors $|m-n|^2 = 2(1-u)$ and $|m+n|^2 = 2(1+u)$. If $m(0)\ne -n$, the second identity gives $1+u(0)>0$. Both $1+u(t)$ and $1-u(0)$ are at most 2, so for each component
$$(m_i(t)-n_i)^2 \le 2(1-u(t)) \le \frac{8}{1+u(0)}\,e^{-2abt}\to 0 .$$
The prefactor grows without limit as the start approaches $-n$.

## From the algebra of the torque to the limit

`rate_dot_self` and `rate_dot_axis` are the two vector identities. They are proved by writing out the components and calling `ring`.

`le_initial` says that a function with non-positive derivative on $[0,\infty)$ stays at or below its initial value. `length_conserved` uses it twice, on $m\cdot m$ and on its negative, and the two inequalities give equality.

`component_gap` holds the bounds on $(m_i\mp n_i)^2$: one term in a sum of squares is at most the whole sum, which is then expanded. It also yields $u\ge-1$ wherever that is needed.

In `relaxation_law`, `hu` is the equation for $u'$ and `hd` the one for $D'$, where the final `ring` performs the factorisation displayed above. `le_initial` applied to $D\cdot D$ then forces $D(t)=0$. Only $ab\ge0$ is used here, and the start at $-n$ is included.

In `tendsto_field`, `hpos` is $1+u(0)>0$: otherwise every $(m_i(0)+n_i)^2$ would vanish and the moment would start at $-n$. The limit `hsq` squeezes the squared deviation between zero and the exponential bound, and a square root turns it into $|m_i-n_i|\to0$. `tendsto_e_z` only rewrites the field as $b$ times $e_z$.

For the explicit solution, the equation in the field $b\,e_z$ reads, for a unit moment,
$$m_0' = -b\,m_1 - ab\,m_2m_0,\qquad m_1' = b\,m_0 - ab\,m_2m_1,\qquad m_2' = ab\,(1-m_2^2).$$
The spiral is
$$m_0=\frac{\cos bt}{\cosh abt},\qquad m_1=\frac{\sin bt}{\cosh abt},\qquad m_2=\tanh abt .$$
The quotient rule gives
$$m_0' = -b\,\frac{\sin bt}{\cosh abt} - ab\,\frac{\cos bt\,\sinh abt}{\cosh^2 abt},$$
which is the first equation; the second follows in the same way, and the third is $(\tanh abt)' = ab\,(1-\tanh^2 abt)$. `spiral_witness` checks the three components separately. The last one needs $\cosh^2-\sinh^2=1$ and $\sin^2+\cos^2=1$, which enter through `linear_combination`.

## An antiparallel start and zero damping

At $m=-n$ the product $m\times B$ is zero, so the constant curve $m(t)=-n$ solves the equation and never approaches $n$. `antiparallel_stays` shows that every solution with this start remains there: with $u(0)=-1$ the relaxation law becomes $0 = 2(1+u(t))\,e^{-2abt}$, so $u(t)=-1$ and $m(t)=-n$.

Nor can $a>0$ be weakened to $a\ge0$. For $a=0$ the spiral becomes $(\cos bt,\sin bt,0)$, which for $b>0$ circles the field for ever at a right angle to it.
